# Potthoff's functional is stationary along a self-energy curve where reference and lattice propagators agree

Along a differentiable curve $S(x)$ of real trial self-energy matrices, Potthoff's functional is stationary wherever the reference propagator $G_{\rm ref}$ equals the lattice propagator $(A-S(x))^{-1}$, provided that its universal part $F$ has slope $F'(x)=\mathrm{tr}(G_{\rm ref}S'(x))$. Here $A$ is the inverse free lattice propagator, $A-S(x)$ is invertible, and the matrices do not depend on frequency. With the signs of $\ln Z$ for fermions, where $Z$ is the grand partition function, the slope of the whole functional $F(x)+\ln|\det(A-S(x))|$ is $\mathrm{tr}\big((G_{\rm ref}-(A-S(x))^{-1})S'(x)\big)$.

In Lean 4 with Mathlib:

```lean
import Mathlib

open Matrix

namespace PotthoffFunctional

noncomputable section

variable {n : Type*} [Fintype n] [DecidableEq n]

/-- The matrix curve `M` has derivative `M'` at `x`, entry by entry. -/
def EntryDeriv (M : ℝ → Matrix n n ℝ) (M' : Matrix n n ℝ) (x : ℝ) : Prop :=
  ∀ i j, HasDerivAt (fun t => M t i j) (M' i j) x

/-- The logarithm of the absolute value of the determinant. -/
def logDet (M : Matrix n n ℝ) : ℝ := Real.log |M.det|

/-- Potthoff's functional along a curve `S` of trial self-energies: the universal part `F` plus
the log-determinant of the inverse lattice propagator `A - S`. -/
def potthoff (F : ℝ → ℝ) (A : Matrix n n ℝ) (S : ℝ → Matrix n n ℝ) (x : ℝ) : ℝ :=
  F x + logDet (A - S x)

/-- Jacobi's formula: the derivative of a determinant is the trace of the adjugate times the
derivative of the matrix. -/
theorem hasDerivAt_det {M : ℝ → Matrix n n ℝ} {M' : Matrix n n ℝ} {x : ℝ}
    (h : EntryDeriv M M' x) :
    HasDerivAt (fun t => (M t).det) (trace (adjugate (M x) * M')) x := by
  -- differentiate the Leibniz expansion term by term
  have key : HasDerivAt
      (fun t => ∑ σ : Equiv.Perm n, ((Equiv.Perm.sign σ : ℤ) : ℝ) * ∏ i, M t (σ i) i)
      (∑ σ : Equiv.Perm n, ((Equiv.Perm.sign σ : ℤ) : ℝ) *
        ∑ i, (∏ j ∈ Finset.univ.erase i, M x (σ j) j) * M' (σ i) i) x := by
    refine HasDerivAt.fun_sum fun σ _ => HasDerivAt.const_mul _ ?_
    have hp := HasDerivAt.fun_finsetProd (u := Finset.univ) (fun i _ => h (σ i) i)
    simpa only [smul_eq_mul] using hp
  -- Cramer's rule: each diagonal entry is a determinant with one column replaced
  have hcol : ∀ i, (adjugate (M x) * M') i i = ∑ σ : Equiv.Perm n,
      ((Equiv.Perm.sign σ : ℤ) : ℝ) *
        ((∏ j ∈ Finset.univ.erase i, M x (σ j) j) * M' (σ i) i) := by
    intro i
    have h1 : (adjugate (M x) * M') i i = ((M x).updateCol i (fun k => M' k i)).det := by
      rw [← Matrix.cramer_apply, Matrix.cramer_eq_adjugate_mulVec]
      rfl
    rw [h1, Matrix.det_apply']
    refine Finset.sum_congr rfl fun σ _ => ?_
    have h2 : ∏ j ∈ Finset.univ.erase i, (M x).updateCol i (fun k => M' k i) (σ j) j
        = ∏ j ∈ Finset.univ.erase i, M x (σ j) j :=
      Finset.prod_congr rfl fun j hj => by
        rw [Matrix.updateCol_ne (Finset.ne_of_mem_erase hj)]
    rw [← Finset.prod_erase_mul _ _ (Finset.mem_univ i), h2, Matrix.updateCol_self]
  simp only [Matrix.det_apply']
  refine key.congr_deriv ?_
  simp only [Matrix.trace, Matrix.diag_apply, hcol, Finset.mul_sum]
  exact Finset.sum_comm

/-- For an invertible matrix, the log-determinant has derivative `tr (M⁻¹ M')`. -/
theorem hasDerivAt_logDet {M : ℝ → Matrix n n ℝ} {M' : Matrix n n ℝ} {x : ℝ}
    (h : EntryDeriv M M' x) (hdet : (M x).det ≠ 0) :
    HasDerivAt (fun t => logDet (M t)) (trace ((M x)⁻¹ * M')) x := by
  simp only [logDet, Real.log_abs]
  refine ((hasDerivAt_det h).log hdet).congr_deriv ?_
  rw [Matrix.inv_def, Ring.inverse_eq_inv', Matrix.smul_mul, Matrix.trace_smul, smul_eq_mul,
    div_eq_inv_mul]

/-- The slope of Potthoff's functional is the trace of the difference between reference and
lattice propagators times the change of the self-energy. -/
theorem potthoff_hasDerivAt {F : ℝ → ℝ} {A Gref S' : Matrix n n ℝ} {S : ℝ → Matrix n n ℝ}
    {x : ℝ} (hS : EntryDeriv S S' x) (hdet : (A - S x).det ≠ 0)
    (hF : HasDerivAt F (trace (Gref * S')) x) :
    HasDerivAt (potthoff F A S) (trace ((Gref - (A - S x)⁻¹) * S')) x := by
  have hM : EntryDeriv (fun t => A - S t) (-S') x := fun i j => (hS i j).const_sub (A i j)
  refine (hF.fun_add (hasDerivAt_logDet hM hdet)).congr_deriv ?_
  rw [Matrix.mul_neg, Matrix.trace_neg, Matrix.sub_mul, Matrix.trace_sub]
  ring

/-- Potthoff's functional is stationary where the reference propagator equals the lattice
propagator. -/
theorem potthoff_stationary {F : ℝ → ℝ} {A Gref S' : Matrix n n ℝ} {S : ℝ → Matrix n n ℝ}
    {x : ℝ} (hS : EntryDeriv S S' x) (hdet : (A - S x).det ≠ 0)
    (hF : HasDerivAt F (trace (Gref * S')) x) (hG : Gref = (A - S x)⁻¹) :
    HasDerivAt (potthoff F A S) 0 x := by
  refine (potthoff_hasDerivAt hS hdet hF).congr_deriv ?_
  rw [hG, sub_self, Matrix.zero_mul, Matrix.trace_zero]

/-- If the potential `P` of a reference system with inverse free propagator `B` has slope
`tr (G_ref B')`, then `P` minus the reference log-determinant has slope `tr (G_ref S')`. -/
theorem reference_hasDerivAt {P : ℝ → ℝ} {B S : ℝ → Matrix n n ℝ} {B' S' : Matrix n n ℝ}
    {x : ℝ} (hB : EntryDeriv B B' x) (hS : EntryDeriv S S' x) (hdet : (B x - S x).det ≠ 0)
    (hP : HasDerivAt P (trace ((B x - S x)⁻¹ * B')) x) :
    HasDerivAt (fun t => P t - logDet (B t - S t)) (trace ((B x - S x)⁻¹ * S')) x := by
  have hM : EntryDeriv (fun t => B t - S t) (B' - S') x :=
    fun i j => (hB i j).fun_sub (hS i j)
  refine (hP.fun_sub (hasDerivAt_logDet hM hdet)).congr_deriv ?_
  rw [Matrix.mul_sub, Matrix.trace_sub]
  ring

/-- The slope of Potthoff's functional when its universal part is computed from a reference system
with inverse free propagator `B`. -/
theorem cluster_hasDerivAt {P : ℝ → ℝ} {A : Matrix n n ℝ} {B S : ℝ → Matrix n n ℝ}
    {B' S' : Matrix n n ℝ} {x : ℝ} (hB : EntryDeriv B B' x) (hS : EntryDeriv S S' x)
    (href : (B x - S x).det ≠ 0) (hlat : (A - S x).det ≠ 0)
    (hP : HasDerivAt P (trace ((B x - S x)⁻¹ * B')) x) :
    HasDerivAt (potthoff (fun t => P t - logDet (B t - S t)) A S)
      (trace (((B x - S x)⁻¹ - (A - S x)⁻¹) * S')) x :=
  potthoff_hasDerivAt hS hlat (reference_hasDerivAt hB hS href hP)

/-- For site-diagonal self-energies, Potthoff's functional is stationary in every local direction
exactly when the impurity and lattice propagators have the same diagonal elements. -/
theorem local_stationary_iff {F : (n → ℝ) → ℝ} {A Gimp : Matrix n n ℝ} {s : n → ℝ}
    (hdet : (A - diagonal s).det ≠ 0)
    (hF : ∀ d : n → ℝ,
      HasDerivAt (fun t : ℝ => F (s + t • d)) (trace (Gimp * diagonal d)) 0) :
    (∀ d : n → ℝ, HasDerivAt
      (potthoff (fun t => F (s + t • d)) A (fun t => diagonal (s + t • d))) 0 0) ↔
      ∀ i, Gimp i i = (A - diagonal s)⁻¹ i i := by
  have key : ∀ d : n → ℝ, HasDerivAt
      (potthoff (fun t => F (s + t • d)) A (fun t => diagonal (s + t • d)))
      (∑ i, (Gimp i i - (A - diagonal s)⁻¹ i i) * d i) 0 := by
    intro d
    have hS : EntryDeriv (fun t : ℝ => diagonal (s + t • d)) (diagonal d) 0 := by
      intro i j
      by_cases hij : i = j
      · subst hij
        simp only [Matrix.diagonal_apply_eq, Pi.add_apply, Pi.smul_apply, smul_eq_mul]
        exact (((hasDerivAt_id' (0 : ℝ)).mul_const (d i)).const_add (s i)).congr_deriv
          (one_mul _)
      · simp only [Matrix.diagonal_apply_ne _ hij]
        exact hasDerivAt_const _ _
    refine (potthoff_hasDerivAt hS (by simpa only [zero_smul, add_zero] using hdet)
      (hF d)).congr_deriv ?_
    simp only [zero_smul, add_zero, Matrix.trace, Matrix.diag_apply, Matrix.mul_diagonal,
      Matrix.sub_apply]
  constructor
  · -- vary the self-energy on one site only
    intro h i
    have h0 := (key (Pi.single i 1)).unique (h (Pi.single i 1))
    simp only [Pi.single_apply, mul_ite, mul_one, mul_zero, Finset.sum_ite_eq',
      Finset.mem_univ, if_true] at h0
    linarith
  · intro h d
    refine (key d).congr_deriv (Finset.sum_eq_zero fun i _ => ?_)
    rw [h i, sub_self, zero_mul]

/-- The inverse free propagator of a symmetric two-site lattice. -/
def dimer : Matrix (Fin 2) (Fin 2) ℝ := !![2, 1; 1, 2]

/-- On the dimer with a uniform local self-energy `t • 1` and reference propagator `(2/3) • 1`,
the functional is stationary at `t = 0` although the two propagators differ. -/
theorem dimer_stationary_ne :
    HasDerivAt (fun t : ℝ => 4 / 3 * t)
      (trace (((2 / 3 : ℝ) • (1 : Matrix (Fin 2) (Fin 2) ℝ)) * 1)) 0 ∧
    HasDerivAt (potthoff (fun t => 4 / 3 * t) dimer (fun t => t • 1)) 0 0 ∧
    (2 / 3 : ℝ) • (1 : Matrix (Fin 2) (Fin 2) ℝ) ≠ (dimer - (0 : ℝ) • 1)⁻¹ := by
  have hinv : (dimer - (0 : ℝ) • 1)⁻¹ = !![2 / 3, -1 / 3; -1 / 3, 2 / 3] := by
    rw [zero_smul, sub_zero]
    refine Matrix.inv_eq_right_inv ?_
    ext i j
    fin_cases i <;> fin_cases j <;> norm_num [dimer, Matrix.mul_apply, Fin.sum_univ_succ]
  have hF : HasDerivAt (fun t : ℝ => 4 / 3 * t)
      (trace (((2 / 3 : ℝ) • (1 : Matrix (Fin 2) (Fin 2) ℝ)) * 1)) 0 := by
    refine ((hasDerivAt_id' (0 : ℝ)).const_mul (4 / 3)).congr_deriv ?_
    norm_num [Matrix.trace_fin_two]
  have hS : EntryDeriv (fun t : ℝ => t • (1 : Matrix (Fin 2) (Fin 2) ℝ)) 1 0 := fun i j =>
    ((hasDerivAt_id' (0 : ℝ)).mul_const ((1 : Matrix (Fin 2) (Fin 2) ℝ) i j)).congr_deriv
      (one_mul _)
  have hdet : (dimer - (0 : ℝ) • 1).det ≠ 0 := by
    rw [zero_smul, sub_zero]
    norm_num [dimer, Matrix.det_fin_two]
  refine ⟨hF, (potthoff_hasDerivAt hS hdet hF).congr_deriv ?_, ?_⟩
  · rw [hinv]
    norm_num [Matrix.trace_fin_two]
  · -- the off-diagonal elements disagree
    rw [hinv]
    intro h
    have h01 := congrFun (congrFun h 0) 1
    norm_num at h01

end

end PotthoffFunctional
```

```lean
#print axioms PotthoffFunctional.potthoff_stationary
-- 'PotthoffFunctional.potthoff_stationary' depends on axioms: [propext, Classical.choice, Quot.sound]
#print axioms PotthoffFunctional.cluster_hasDerivAt
-- 'PotthoffFunctional.cluster_hasDerivAt' depends on axioms: [propext, Classical.choice, Quot.sound]
#print axioms PotthoffFunctional.local_stationary_iff
-- 'PotthoffFunctional.local_stationary_iff' depends on axioms: [propext, Classical.choice, Quot.sound]
#print axioms PotthoffFunctional.dimer_stationary_ne
-- 'PotthoffFunctional.dimer_stationary_ne' depends on axioms: [propext, Classical.choice, Quot.sound]
```

## The functional and its sign

The index type `n` labels the sites or orbitals of a finite lattice, and `A`, `S x` and `Gref` are real square matrices over it. By Dyson's equation, $(A-S)^{-1}$ is the lattice propagator that belongs to the trial self-energy $S$. The predicate `EntryDeriv S S' x` says that each matrix element of the curve is differentiable at the point $x$, with the elements of `S'` as derivatives. "Stationary" means that the derivative along the curve is zero; nothing is said about a minimum or a maximum.

The definition `potthoff F A S x` is $F(x)+\ln|\det(A-S(x))|$. Because of the absolute value, the theorems need only $\det(A-S(x))\neq0$. If the determinant is positive at $x$, it stays positive nearby by continuity, and the functional is then $F+\ln\det(A-S)$ without the bars.

The signs are those of $\ln Z$ for fermions, where $Z$ is the grand partition function. The grand potential has the opposite sign and a factor of temperature, neither of which moves a stationary point.

In many-body theory, $F$ is, up to sign and a factor of temperature, the Legendre transform of the Luttinger–Ward functional. It depends on the interaction but not on the one-particle part of the Hamiltonian, so a reference system with the same interaction and temperature can supply its value at the self-energies that this system produces. The code does not construct this functional: `F` is any real function with the slope stated in `hF`. That hypothesis stands for the property that differentiating the universal part with respect to the self-energy returns the propagator.

The matrices carry no frequency. A Matsubara calculation has complex, frequency-dependent propagators and a frequency sum in the trace, which this real finite-dimensional model leaves out.

## From the determinant to the slope

Let $M(x)$ be a matrix curve. The Leibniz expansion of its determinant is

$$\det M=\sum_\sigma \mathrm{sgn}(\sigma)\prod_i M_{\sigma(i)\,i},$$

where $\sigma$ runs over the permutations of the indices. The product rule gives

$$(\det M)'=\sum_i\sum_\sigma \mathrm{sgn}(\sigma)\,M'_{\sigma(i)\,i}\prod_{j\ne i}M_{\sigma(j)\,j}.$$

For fixed $i$, the sum over $\sigma$ is the determinant of $M$ with column $i$ replaced by column $i$ of $M'$. By Cramer's rule this is the diagonal element $(\mathrm{adj}(M)\,M')_{ii}$, where $\mathrm{adj}(M)$ is the adjugate. Summing over $i$ gives Jacobi's formula,

$$(\det M)'=\mathrm{tr}(\mathrm{adj}(M)\,M').$$

The proof of `hasDerivAt_det` follows these steps: `key` is the differentiated expansion, `hcol` is Cramer's rule for one column, and `Finset.sum_comm` exchanges the two sums.

If $\det M\ne0$, dividing by the determinant turns the adjugate into the inverse:

$$(\ln|\det M|)'=\frac{\mathrm{tr}(\mathrm{adj}(M)\,M')}{\det M}=\mathrm{tr}(M^{-1}M').$$

This is `hasDerivAt_logDet`. Now set $M=A-S$. Since $A$ is fixed, $M'=-S'$, and

$$\big(F+\ln|\det(A-S)|\big)'=\mathrm{tr}(G_{\rm ref}S')-\mathrm{tr}\big((A-S)^{-1}S'\big)=\mathrm{tr}\big((G_{\rm ref}-(A-S)^{-1})S'\big).$$

In `potthoff_hasDerivAt`, `hM` records the sign of $M'$, and the remaining rewriting collects the two traces. The theorem `potthoff_stationary` adds the hypothesis `hG`, that the propagators are equal; the bracket is then the zero matrix and the slope vanishes for every $S'$.

## A reference system that supplies $F$

The slope of $F$ can be traced back to a property of a solvable reference system. Let $B(x)$ be its inverse free propagator, $S(x)$ its self-energy and $G_{\rm ref}=(B-S)^{-1}$ its propagator. Let $P(x)$ be its potential, which in the present sign convention plays the part of $\ln Z$ for the reference system. The hypothesis `hP` is

$$P'=\mathrm{tr}(G_{\rm ref}B').$$

It expresses first-order response: when the one-particle terms of a system change, its thermodynamic potential changes at a rate given by the one-particle propagator. The code assumes this relation and does not derive it from an interacting Hamiltonian.

Take $F=P-\ln|\det(B-S)|$. Then

$$F'=\mathrm{tr}(G_{\rm ref}B')-\mathrm{tr}\big(G_{\rm ref}(B'-S')\big)=\mathrm{tr}(G_{\rm ref}S'),$$

which is `reference_hasDerivAt`. Inserting this $F$ into the main formula gives `cluster_hasDerivAt`, the slope of

$$P-\ln|\det(B-S)|+\ln|\det(A-S)|.$$

In the variational cluster approximation, $B$ describes decoupled clusters whose one-particle parameters are varied, and a stationary point of this expression is sought. For one parameter and real, frequency-independent matrices, the theorem gives the slope that such a search sets to zero. Both $B-S$ and $A-S$ must be invertible at the point considered.

## Local self-energies and the DMFT condition

Dynamical mean-field theory (DMFT) restricts the self-energy to be local. In `local_stationary_iff` the trial self-energy is $\mathrm{diag}(s)$, with one real number $s_i$ per site, and it is varied along the lines $s+td$ for every real vector $d$. The matrix $A-\mathrm{diag}(s)$ is assumed to be invertible. The function `F` now depends on the vector of local self-energies, and `hF` gives its slope at $t=0$ in each direction as $\mathrm{tr}(G_{\rm imp}\,\mathrm{diag}(d))$, where $G_{\rm imp}$ is the impurity propagator.

With $S'=\mathrm{diag}(d)$, the main formula becomes

$$\sum_i\Big[(G_{\rm imp})_{ii}-\big((A-\mathrm{diag}(s))^{-1}\big)_{ii}\Big]d_i.$$

If the diagonal elements agree, this is zero for every $d$. Conversely, if it is zero for every $d$, choosing $d$ to be one on site $i$ and zero elsewhere isolates the $i$-th bracket. In the proof, `Pi.single i 1` is this choice, and `unique` equates the computed slope with the assumed slope of zero.

Stationarity in all local directions is thus equivalent to equal diagonal elements. This is the form of the DMFT self-consistency condition, here for a static real self-energy instead of a frequency-dependent one.

## A dimer with different propagators at a stationary point

Equality of the full propagators is sufficient for stationarity, but it is not necessary on a restricted curve. The example `dimer_stationary_ne` uses

$$A=\begin{pmatrix}2&1\\1&2\end{pmatrix},\qquad S(t)=t\,\mathbb 1,\qquad G_{\rm ref}=\tfrac23\,\mathbb 1,\qquad F(t)=\tfrac43t,$$

where $\mathbb 1$ is the $2\times2$ unit matrix. The required slope is correct, since $\mathrm{tr}(G_{\rm ref}S')=\tfrac43$. At $t=0$ the lattice propagator is

$$A^{-1}=\begin{pmatrix}2/3&-1/3\\-1/3&2/3\end{pmatrix}.$$

Its trace is also $\tfrac43$, so the functional is stationary. The off-diagonal elements are $0$ in the reference propagator and $-\tfrac13$ in the lattice propagator, so the two matrices differ. For a uniform shift of the local self-energy, the slope contains only the diagonal elements of the two propagators, so it does not detect this difference.

The three parts of the theorem state the slope of $F$, the stationarity and the inequality of the propagators. The proof computes the inverse explicitly in `hinv`, applies `potthoff_hasDerivAt`, and compares the elements in row 0 and column 1. The linear $F$ is prescribed for the example and is not calculated from an interacting model.
